# The ring-CCD equation as the absence of pair creation after the boson shift c → c + Td

Take one boson mode with annihilation operator $c$ and creation operator $d$, so that $cd-dc=1$, and let $H=a\,dc+\tfrac b2(d^2+c^2)$ with real $a,b$. If I replace $c$ by $c+td$, with $t$ real, and move every $d$ to the left, I get

$$\tfrac{bt}{2}+(a+bt)\,dc+\tfrac12(b+2at+bt^2)\,d^2+\tfrac b2\,c^2 .$$

Setting the coefficient of $d^2$ to zero gives the one-mode ring-CCD equation, and at its physical root $bt/2$ is the correlation energy. With several modes I get stuck. The one-body term gives me $AT$ but never $TA$, although the ring-CCD equation contains both. And since $d_id_j=d_jd_i$, the coefficients of these products aren't unique, so am I entitled to set a whole matrix to zero?

## Where TA comes from, and why the matrix is well defined

Yes, provided that you use the symmetric coefficient matrix. Symmetrising $AT$ is also what produces $TA$.

Let $A,B,T$ be real symmetric matrices, let $[c_i,d_j]=\delta_{ij}$, and let the $c_i$ commute among themselves, as do the $d_i$. The Hamiltonian is

$$H=\sum_{ij}A_{ij}d_ic_j+\tfrac12\sum_{ij}B_{ij}(d_id_j+c_ic_j).$$

Replace $c_i$ by $c_i+\sum_kT_{ik}d_k$. The first term becomes

$$\sum_{ij}A_{ij}d_ic_j+\sum_{ij}(AT)_{ij}d_id_j .$$

The term $\tfrac12\sum B_{ij}c_ic_j$ becomes

$$\tfrac12\sum_{ij}\big[B_{ij}c_ic_j+(BT)_{ij}c_id_j+(TB)_{ij}d_ic_j+(TBT)_{ij}d_id_j\big].$$

Only $c_id_j$ is out of order. With $c_id_j=d_jc_i+\delta_{ij}$ and $(BT)^{\mathsf T}=TB$,

$$\sum_{ij}(BT)_{ij}c_id_j=\sum_{ij}(TB)_{ij}d_ic_j+\operatorname{tr}(BT).$$

So the constant is $\tfrac12\operatorname{tr}(BT)$ and the $dc$ matrix is $A+TB$. The $dd$ terms carry $\tfrac12B+AT+\tfrac12TBT$. Because the $d_i$ commute, $AT$ and its transpose $TA$ define the same operator, so $AT$ may be replaced by $\tfrac12(AT+TA)$. The symmetric $dd$ matrix is therefore $\tfrac12M$ with

$$M=B+AT+TA+TBT .$$

To see that $M$ is determined by the operator, take commutators with annihilation operators. First,

$$\Big[c_l,\tfrac12\sum_{ij}M_{ij}d_id_j\Big]=\sum_jM_{lj}d_j ,$$

and a further commutator with $c_k$ gives $M_{lk}=M_{kl}$. The same double commutator removes the constant, the $dc$ terms and the $cc$ terms. Hence if the transformed Hamiltonian can be written in normal order with no $dd$ term at all, every $M_{kl}$ vanishes. Conversely, $M=0$ removes that term.

In the quasi-boson treatment of the random-phase approximation, $M=0$ is the ring-CCD amplitude equation. Suppose that the reference is stable, meaning that $A+B$ and $A-B$ are positive definite. Then at the physical solution, the one for which the eigenvalues of $A+TB$ are the positive excitation energies, $\tfrac12\operatorname{tr}(BT)$ is the correlation energy in this treatment, namely the ground-state energy of $H$ with $d_i=c_i^\dagger$; another solution can give a different constant. The shift is what the formal similarity transformation $e^{-S}c_ie^{S}$ with $S=\tfrac12\sum T_{ij}d_id_j$ produces; the Lean code below works with the substitution directly and needs no exponential.

## Operators in a real algebra

The finite type `n` labels the modes, which stand for particle–hole excitations, and `R` is any real algebra containing the operators. `IsCanonical c d` collects the commutation relations. The letter `d` stands for what is usually written $b^\dagger$, but no adjoint is assumed. This suits the shift, which generally destroys the adjoint relation between the two families.

`pair M x y` means $\sum M_{ij}x_iy_j$ for any two families, not specifically pair creation. `shift T c d` is $c+Td$, and `hamiltonian A B c d` is $H$. In `normalOrdered e G M N c d`, `e` is the constant and `G` the $dc$ matrix, while `M` and `N` enter with a factor $\tfrac12$.

`transformed_hamiltonian` is the expansion above. `no_pair_creation_iff` says that, in a nontrivial algebra, some `e`, `G`, `N` express the transformed Hamiltonian with pair-creation matrix `0` exactly when $M=0$. In the zero algebra all operators are equal, so the coefficients could not be recovered.

The model is obtained from the electronic problem by replacing particle–hole pair operators, which obey bosonic relations only approximately, by exact bosons, and by keeping, besides the reference energy, only the terms of the Hamiltonian that are quadratic in them. The matrices are real, the number of modes is finite, and no solution $T$ of the amplitude equation is constructed or selected.

```lean
import Mathlib

open Matrix

namespace RingCCDTransformation

noncomputable section

variable {n : Type*} [Fintype n] [DecidableEq n] {R : Type*} [Ring R] [Algebra ℝ R]

/-- Canonical boson relations: `[c_i, d_j] = δ_ij`, while the `c_i` commute among themselves
and so do the `d_i`. -/
structure IsCanonical (c d : n → R) : Prop where
  cd : ∀ i j, c i * d j - d j * c i = if i = j then 1 else 0
  cc : ∀ i j, c i * c j = c j * c i
  dd : ∀ i j, d i * d j = d j * d i

/-- The quadratic operator `∑ M_ij x_i y_j`. -/
def pair (M : Matrix n n ℝ) (x y : n → R) : R := ∑ i, ∑ j, M i j • (x i * y j)

/-- The linear combinations `(T x)_i = ∑ T_ij x_j` of operators. -/
def lin (T : Matrix n n ℝ) (x : n → R) : n → R := fun i => ∑ j, T i j • x j

/-- The transformed annihilation operators `c + T d`. -/
def shift (T : Matrix n n ℝ) (c d : n → R) : n → R := c + lin T d

/-- The boson Hamiltonian `∑ A_ij d_i c_j + (1/2) ∑ B_ij (d_i d_j + c_i c_j)`. -/
def hamiltonian (A B : Matrix n n ℝ) (c d : n → R) : R :=
  pair A d c + (1 / 2 : ℝ) • (pair B d d + pair B c c)

/-- The normal-ordered operator
`e + ∑ G_ij d_i c_j + (1/2) ∑ M_ij d_i d_j + (1/2) ∑ N_ij c_i c_j`. -/
def normalOrdered (e : ℝ) (G M N : Matrix n n ℝ) (c d : n → R) : R :=
  e • (1 : R) + pair G d c + (1 / 2 : ℝ) • pair M d d + (1 / 2 : ℝ) • pair N c c

/-- The commutator `y ↦ x y - y x` with a fixed operator `x`, as a linear map. -/
def comm (x : R) : R →ₗ[ℝ] R := LinearMap.mulLeft ℝ x - LinearMap.mulRight ℝ x

omit [DecidableEq n] in
/-- Replacing the right factor `c` by `c + T d` adds a term with coefficient matrix `M T`. -/
theorem pair_shift_right (M T : Matrix n n ℝ) (x c d : n → R) :
    pair M x (shift T c d) = pair M x c + pair (M * T) x d := by
  simp only [pair, shift, Pi.add_apply, mul_add, smul_add, Finset.sum_add_distrib]
  congr 1
  simp only [lin, Matrix.mul_apply, Finset.mul_sum, Finset.smul_sum, Finset.sum_smul,
    mul_smul_comm, smul_smul]
  exact Finset.sum_congr rfl fun i _ => Finset.sum_comm

omit [DecidableEq n] in
/-- Replacing the left factor `c` by `c + T d` adds a term with coefficient matrix `Tᵀ M`. -/
theorem pair_shift_left (M T : Matrix n n ℝ) (c d y : n → R) :
    pair M (shift T c d) y = pair M c y + pair (Tᵀ * M) d y := by
  simp only [pair, shift, Pi.add_apply, add_mul, smul_add, Finset.sum_add_distrib]
  congr 1
  simp only [lin, Matrix.mul_apply, Finset.sum_mul, Finset.smul_sum, Finset.sum_smul,
    smul_mul_assoc, smul_smul]
  rw [Finset.sum_comm]
  conv_rhs => rw [Finset.sum_comm]
  refine Finset.sum_congr rfl fun j _ => ?_
  rw [Finset.sum_comm]
  refine Finset.sum_congr rfl fun k _ => Finset.sum_congr rfl fun i _ => ?_
  rw [Matrix.transpose_apply, mul_comm]

/-- Normal ordering of `∑ M_ij c_i d_j` for canonical bosons produces the constant `tr M`. -/
theorem normal_order {c d : n → R} (h : IsCanonical c d) (M : Matrix n n ℝ) :
    pair M c d = pair Mᵀ d c + M.trace • (1 : R) := by
  have hcd : ∀ i j, c i * d j = d j * c i + if i = j then 1 else 0 :=
    fun i j => sub_eq_iff_eq_add'.mp (h.cd i j)
  simp only [pair, hcd, smul_add, Finset.sum_add_distrib]
  congr 1
  · rw [Finset.sum_comm]
    rfl
  · simp [Matrix.trace, Finset.sum_smul]

/-- For symmetric `T` the operators `c + T d` and `d` are again canonical bosons. -/
theorem shift_isCanonical {c d : n → R} (h : IsCanonical c d) {T : Matrix n n ℝ}
    (hT : T.IsSymm) : IsCanonical (shift T c d) d := by
  have hL : ∀ i j, lin T d i * d j = d j * lin T d i := by
    intro i j
    simp only [lin, Finset.sum_mul, Finset.mul_sum, smul_mul_assoc, mul_smul_comm]
    exact Finset.sum_congr rfl fun k _ => by rw [h.dd k j]
  have hLL : ∀ i j, lin T d i * lin T d j = lin T d j * lin T d i := by
    intro i j
    change lin T d i * (∑ k, T j k • d k) = (∑ k, T j k • d k) * lin T d i
    rw [Finset.mul_sum, Finset.sum_mul]
    exact Finset.sum_congr rfl fun k _ => by rw [mul_smul_comm, smul_mul_assoc, hL]
  have hcL : ∀ i j, c i * lin T d j - lin T d j * c i = T j i • (1 : R) := by
    intro i j
    simp only [lin, Finset.mul_sum, Finset.sum_mul, mul_smul_comm, smul_mul_assoc,
      ← Finset.sum_sub_distrib, ← smul_sub, h.cd]
    simp
  refine ⟨fun i j => ?_, fun i j => ?_, h.dd⟩
  · change (c i + lin T d i) * d j - d j * (c i + lin T d i) = _
    rw [← h.cd i j]
    linear_combination (norm := noncomm_ring) hL i j
  · -- the two mixed commutators cancel because `T` is symmetric
    have hs : T j i = T i j := congrFun (congrFun hT.eq i) j
    have hx : c i * lin T d j - lin T d j * c i = c j * lin T d i - lin T d i * c j := by
      rw [hcL, hcL, hs]
    change (c i + lin T d i) * (c j + lin T d j) = (c j + lin T d j) * (c i + lin T d i)
    linear_combination (norm := noncomm_ring) h.cc i j + hx + hLL i j

/-- For canonical bosons and real symmetric `A`, `B`, `T`, replacing `c` by `c + T d` in the
Hamiltonian gives, after normal ordering, the constant `tr(BT)/2` and the pair-creation matrix
`(B + AT + TA + TBT)/2`; the `d c` matrix is `A + TB` and the `c c` matrix stays `B/2`. -/
theorem transformed_hamiltonian {c d : n → R} (h : IsCanonical c d) {A B T : Matrix n n ℝ}
    (hA : A.IsSymm) (hB : B.IsSymm) (hT : T.IsSymm) :
    hamiltonian A B (shift T c d) d =
      normalOrdered ((B * T).trace / 2) (A + T * B) (B + A * T + T * A + T * B * T) B c d := by
  have hadd : ∀ (M N : Matrix n n ℝ) (x y : n → R),
      pair (M + N) x y = pair M x y + pair N x y := by
    intro M N x y
    simp only [pair, Matrix.add_apply, add_smul, Finset.sum_add_distrib]
  -- the creation operators commute, so `AT` and its transpose `TA` give the same operator
  have hsym : pair (T * A) d d = pair (A * T) d d := by
    have ht : T * A = (A * T)ᵀ := by rw [Matrix.transpose_mul, hA.eq, hT.eq]
    rw [ht]
    unfold pair
    rw [Finset.sum_comm]
    refine Finset.sum_congr rfl fun j _ => Finset.sum_congr rfl fun i _ => ?_
    rw [Matrix.transpose_apply, h.dd i j]
  -- the only reordering needed is that of `c d`
  have hord : pair (B * T) c d = pair (T * B) d c + (B * T).trace • (1 : R) := by
    rw [normal_order h, Matrix.transpose_mul, hB.eq, hT.eq]
  unfold hamiltonian normalOrdered
  rw [pair_shift_right A, pair_shift_right B, pair_shift_left B, pair_shift_left (B * T),
    hord, hT.eq, ← Matrix.mul_assoc, hadd, hadd, hadd, hadd, hsym]
  module

/-- For canonical bosons, the double commutator of a normal-ordered operator with `c_l` and `c_k` is
`M_kl` times the identity, where `M` is symmetric and `(1/2) ∑ M_ij d_i d_j` is the pair-creation
term of the operator. -/
theorem double_commutator {c d : n → R} (h : IsCanonical c d) (e : ℝ)
    (G N : Matrix n n ℝ) {M : Matrix n n ℝ} (hM : M.IsSymm) (k l : n) :
    comm (c k) (comm (c l) (normalOrdered e G M N c d)) = M k l • (1 : R) := by
  have hd : ∀ i j, comm (c i) (d j) = if i = j then 1 else 0 := fun i j => h.cd i j
  have hc : ∀ i j, comm (c i) (c j) = 0 := fun i j => sub_eq_zero.mpr (h.cc i j)
  have h1 : ∀ x : R, comm x 1 = 0 := fun x => by simp [comm]
  have hmul : ∀ x y z : R, comm x (y * z) = comm x y * z + y * comm x z := by
    intro x y z
    simp only [comm, LinearMap.sub_apply, LinearMap.mulLeft_apply, LinearMap.mulRight_apply]
    noncomm_ring
  have hite : ∀ i, comm (c k) (if l = i then (1 : R) else 0) = 0 := by
    intro i
    split_ifs
    · exact h1 _
    · exact map_zero _
  have hdd : ∀ i j, comm (c k) (comm (c l) (d i * d j)) =
      (if l = i then 1 else 0) * (if k = j then 1 else 0) +
      (if k = i then 1 else 0) * (if l = j then 1 else 0) := by
    intro i j
    simp only [hmul, hd, hite, map_add, zero_mul, mul_zero, zero_add, add_zero]
  have hdc : ∀ i j, comm (c k) (comm (c l) (d i * c j)) = 0 := by
    intro i j
    simp only [hmul, hd, hc, hite, zero_mul, mul_zero, add_zero]
  have hcc : ∀ i j, comm (c k) (comm (c l) (c i * c j)) = 0 := by
    intro i j
    simp only [hmul, hc, zero_mul, mul_zero, add_zero, map_zero]
  have hsum : ∀ p q, ∑ i, ∑ j, M i j •
      ((if p = i then (1 : R) else 0) * (if q = j then 1 else 0)) = M p q • (1 : R) := by
    intro p q
    refine (Finset.sum_eq_single p ?_ ?_).trans ((Finset.sum_eq_single q ?_ ?_).trans ?_)
    · intro i _ hi
      simp [Ne.symm hi]
    · simp
    · intro j _ hj
      simp [Ne.symm hj]
    · simp
    · simp
  have hkl : M l k = M k l := congrFun (congrFun hM.eq k) l
  simp only [normalOrdered, pair, map_add, map_sum, map_smul, h1, hdd, hdc, hcc,
    smul_zero, Finset.sum_const_zero, zero_add, add_zero]
  simp only [smul_add, Finset.sum_add_distrib, hsum, hkl]
  module

/-- For canonical bosons in a nontrivial algebra and symmetric `A`, `B`, `T`, the transformed
Hamiltonian can be normal ordered without a pair-creation term exactly when
`B + AT + TA + TBT = 0`. -/
theorem no_pair_creation_iff [Nontrivial R] {c d : n → R} (h : IsCanonical c d)
    {A B T : Matrix n n ℝ} (hA : A.IsSymm) (hB : B.IsSymm) (hT : T.IsSymm) :
    (∃ e G N, hamiltonian A B (shift T c d) d = normalOrdered e G 0 N c d) ↔
      B + A * T + T * A + T * B * T = 0 := by
  constructor
  · rintro ⟨e, G, N, hH⟩
    have hS : (B + A * T + T * A + T * B * T).IsSymm := by
      change (B + A * T + T * A + T * B * T)ᵀ = _
      simp only [Matrix.transpose_add, Matrix.transpose_mul, hA.eq, hB.eq, hT.eq,
        Matrix.mul_assoc]
      abel
    rw [transformed_hamiltonian h hA hB hT] at hH
    -- compare the double commutators of both sides
    ext k l
    have hkl := congrArg (fun X => comm (c k) (comm (c l) X)) hH
    simp only [double_commutator h _ _ _ hS,
      double_commutator h _ _ _ (Matrix.transpose_zero : (0 : Matrix n n ℝ)ᵀ = 0)] at hkl
    apply (algebraMap ℝ R).injective
    rw [Algebra.algebraMap_eq_smul_one, Algebra.algebraMap_eq_smul_one]
    exact hkl
  · intro h0
    exact ⟨_, _, _, by rw [transformed_hamiltonian h hA hB hT, h0]⟩

omit [Fintype n] in
/-- On real polynomials, the partial derivatives and the multiplications by the variables
are canonical bosons. -/
theorem isCanonical_witness :
    IsCanonical (R := Module.End ℝ (MvPolynomial n ℝ))
      (fun i => (MvPolynomial.pderiv i).toLinearMap)
      (fun i => LinearMap.mulLeft ℝ (MvPolynomial.X i)) := by
  refine ⟨fun i j => LinearMap.ext fun p => ?_, fun i j => LinearMap.ext fun p => ?_,
    fun i j => LinearMap.ext fun p => ?_⟩
  · change MvPolynomial.pderiv i (MvPolynomial.X j * p) -
      MvPolynomial.X j * MvPolynomial.pderiv i p = _
    rw [Derivation.leibniz]
    by_cases hij : i = j
    · subst hij
      simp
    · simp [MvPolynomial.pderiv_X_of_ne (Ne.symm hij), hij]
  · change MvPolynomial.pderiv i (MvPolynomial.pderiv j p) =
      MvPolynomial.pderiv j (MvPolynomial.pderiv i p)
    have hX : ∀ a b k : n, MvPolynomial.pderiv a
        (MvPolynomial.pderiv b (MvPolynomial.X k : MvPolynomial n ℝ)) = 0 := by
      intro a b k
      by_cases hk : k = b
      · subst hk
        simp
      · simp [MvPolynomial.pderiv_X_of_ne hk]
    -- the commutator of two derivations is a derivation, and it kills every variable
    have h0 : ⁅(MvPolynomial.pderiv i : Derivation ℝ (MvPolynomial n ℝ) (MvPolynomial n ℝ)),
        (MvPolynomial.pderiv j : Derivation ℝ (MvPolynomial n ℝ) (MvPolynomial n ℝ))⁆ = 0 := by
      apply MvPolynomial.derivation_ext
      intro k
      rw [Derivation.commutator_apply, hX, hX, sub_zero]
      rfl
    have hp := DFunLike.congr_fun h0 p
    rw [Derivation.commutator_apply] at hp
    exact sub_eq_zero.mp hp
  · change MvPolynomial.X i * (MvPolynomial.X j * p) = MvPolynomial.X j * (MvPolynomial.X i * p)
    ring

end

end RingCCDTransformation
```

```lean
#print axioms RingCCDTransformation.shift_isCanonical
#print axioms RingCCDTransformation.no_pair_creation_iff
```

```
'RingCCDTransformation.shift_isCanonical' depends on axioms: [propext, Classical.choice, Quot.sound]
'RingCCDTransformation.no_pair_creation_iff' depends on axioms: [propext, Classical.choice, Quot.sound]
```

## From the two expansions to the amplitude equation

`pair_shift_right` and `pair_shift_left` substitute the shifted operator in one factor at a time. They yield coefficient matrices $MT$ and $T^{\mathsf T}M$, here for an arbitrary matrix $M$. `normal_order` reorders $c_id_j$ and collects the trace.

In `transformed_hamiltonian`, the auxiliary statement `hord` is the reordering of the $BT$ term, and `hsym` is the answer to your first doubt: $TA$ and $AT$ give the same operator between commuting $d$'s. After the rewrites, `module` adds up the real coefficients.

`double_commutator` answers the second doubt. Its `hmul` is the product rule for commutators, `hdd` evaluates the double commutator of $d_id_j$, and `hdc` and `hcc` show that it vanishes for the other quadratic terms. The Kronecker deltas then select $M_{lk}$ and $M_{kl}$, which symmetry identifies. `no_pair_creation_iff` applies this to both sides of the assumed equality, entry by entry. Its converse inserts $M=0$ into the expansion.

Two further results concern the operators themselves. `shift_isCanonical` shows that $c+Td$ and $d$ are again canonical: the mixed terms in $[c_i+(Td)_i,c_j+(Td)_j]$ add up to $T_{ji}-T_{ij}=0$. `isCanonical_witness` realises the relations on real polynomials, with $c_i=\partial/\partial x_i$ and $d_i$ multiplication by $x_i$. The product rule gives $[c_i,d_j]=\delta_{ij}$. Partial derivatives commute because their commutator is a derivation that vanishes on every variable.
